# Squeezed vacuum with reflection coefficient $R<1$: level populations, persistence $\sqrt{1-R}$ and mean excitation $R/(1-R)$

## Two sets of ladder operators

Let $b$ be the annihilation operator of a harmonic oscillator after its frequency has been swept, and let $c_m$ be the amplitude of a state in the final level $m=0,1,2,\dots$ The operators act by

$$(bc)_m=\sqrt{m+1}\,c_{m+1},\qquad (b^\dagger c)_m=\sqrt m\,c_{m-1},\qquad (b^\dagger c)_0=0.$$

Let $U$ be the time evolution through the sweep and $a$ the annihilation operator before it. A state that started in the ground state of $a$ is annihilated after the sweep by $UaU^\dagger=u\,b-v\,b^\dagger$, with complex $u,v$ that depend on the whole sweep. This evolved operator is what the Lean comments call the initial one. Since it obeys the same commutation relation as $b$, $|u|^2-|v|^2=1$. Hence $u\neq0$, and we set

$$z=v/u,\qquad R=|z|^2=\frac{|v|^2}{1+|v|^2}<1.$$

The name "reflection coefficient" comes from the classical equation $\ddot f+\omega(t)^2f=0$, which has the form of a one-dimensional scattering problem with time in place of position; $R$ is the ratio of reflected to incident intensity.

An oscillator that started in its ground state is annihilated by $b-z\,b^\dagger$. Component $0$ of this condition, and component $m+1$ for each $m\ge0$, read

$$c_1=0,\qquad \sqrt{m+2}\;c_{m+2}=z\sqrt{m+1}\;c_m .$$

## The statement and its Lean form

For $|z|^2<1$ there is a normalised solution with empty odd levels and

$$|c_{2n}|^2=P_n=\sqrt{1-R}\,\binom{2n}{n}\Big(\frac R4\Big)^n,\qquad |c_0|^2=\sqrt{1-R},\qquad \sum_m m|c_m|^2=\frac R{1-R}.$$

For a single oscillator that starts in its ground state and whose Hamiltonian has only second-order terms in position and momentum, such as a particle in a harmonic trap of changing stiffness and fixed centre with no other force, this gives the probabilities of all final levels from the one number $R$. A linear force term would add a constant to the relation between the ladder operators and is not covered.

In Lean, a state is a sequence `c : ℕ → ℂ`, and `IsInitialVacuum z c` is the pair of component equations above. `population R n` is $P_n$, and `squeezedVacuum z` is the explicit solution, with the phase fixed by $c_0>0$. `HasSum f a` says that the series converges to `a`. The main theorem, `squeezed_vacuum_after_sweep`, has the single hypothesis `‖z‖ ^ 2 < 1`, which stands for the preserved commutator. The coefficients $u,v$ and the time dependence $\omega(t)$ do not appear: the mixing of the ladder operators is assumed, not derived from a sweep.

`initialVacuum_unique` adds that two solutions with equal $c_0$ coincide. Because the equations are linear, every solution is then a multiple of the explicit one, so every normalised solution has the same populations; this last inference is a short argument by hand.

A different model would take states in the Hilbert space $\ell^2$ and $b$ as an unbounded operator. The component equations would be the same, but one would also have to show that the state lies in the domain of $b$, which requires $\sum_m m|c_m|^2<\infty$.

## From the recursion to the populations

The condition $c_1=0$ removes all odd levels. On the even ones,

$$|c_{2n+2}|^2=R\,\frac{2n+1}{2n+2}\,|c_{2n}|^2 .$$

Define $w_n=\binom{2n}n/4^n$. From $(n+1)\binom{2n+2}{n+1}=2(2n+1)\binom{2n}{n}$ we get

$$w_0=1,\qquad (n+1)\,w_{n+1}=(n+\tfrac12)\,w_n ,$$

so $0\le w_n\le1$ and $|c_{2n}|^2=|c_0|^2\,w_nR^n$.

**Normalisation.** Let $S_n=\sum_{i+j=n}w_iw_j$. Exchanging $i$ and $j$ gives $\sum_{i+j=n} i\,w_iw_j=\frac n2S_n$. Apply this at $n+1$, drop the term $i=0$, shift $i$ and use the recursion:

$$\frac{n+1}2S_{n+1}=\sum_{i+j=n}(i+1)w_{i+1}w_j=\sum_{i+j=n}(i+\tfrac12)w_iw_j=\frac{n+1}2S_n .$$

Since $S_0=1$, every $S_n=1$. The series $W=\sum_n w_nR^n$ converges by comparison with $\sum_n R^n$, and its Cauchy square is

$$W^2=\sum_n S_nR^n=\frac1{1-R}.$$

As $W\ge0$, $W=1/\sqrt{1-R}$. Normalisation requires $|c_0|^2W=1$, hence $|c_0|^2=\sqrt{1-R}$.

**Mean.** Let $M=\sum_n n\,w_nR^n$, which converges by comparison with $\sum_n nR^n$. Shifting the index,

$$M=\sum_n(n+1)w_{n+1}R^{n+1}=R\sum_n(n+\tfrac12)w_nR^n=RM+\frac R2W .$$

Thus $M=RW/(2(1-R))$, and the mean excitation number is $2\sqrt{1-R}\,M=R/(1-R)=|v|^2$.

## Obtaining $R$ and the populations numerically

With $\hbar$ and the mass set to one, integrate $\ddot f+\omega(t)^2f=0$ from $f=1/\sqrt{2\omega_i}$, $\dot f=-i\omega_if$, where $\omega_i$ and $\omega_f$ are the constant initial and final frequencies. After the sweep,

$$|v|^2=\frac{|\dot f|^2+\omega_f^2|f|^2}{2\omega_f}-\frac12,\qquad R=\frac{|v|^2}{1+|v|^2}.$$

Code can start from $P_0=\sqrt{1-R}$ and multiply by $R(n+\frac12)/(n+1)$ at each step, which avoids large binomials. The amount by which the partial sum falls short of $1$ is the total population of the levels left out.

## The Lean file

```lean
import Mathlib

open Finset.HasAntidiagonal (antidiagonal mem_antidiagonal)

namespace SqueezedVacuumSweep

/-- The central binomial weight `binom(2n,n) / 4^n`. -/
@[irreducible] noncomputable def weight (n : ℕ) : ℝ := (n.centralBinom : ℝ) * (1 / 4) ^ n

/-- The population of level `2n` for reflection coefficient `R`, with `0 ≤ R < 1`. -/
@[irreducible] noncomputable def population (R : ℝ) (n : ℕ) : ℝ :=
  √(1 - R) * (n.centralBinom : ℝ) * (R / 4) ^ n

/-- The number-basis components of `(b - z b†) c = 0`, where `b` is the final annihilation
operator and `b - z b†` is proportional to the initial one. -/
def IsInitialVacuum (z : ℂ) (c : ℕ → ℂ) : Prop :=
  c 1 = 0 ∧ ∀ m : ℕ, ((√((m : ℝ) + 2) : ℝ) : ℂ) * c (m + 2)
    = z * (((√((m : ℝ) + 1) : ℝ) : ℂ) * c m)

/-- Number-basis amplitudes of the squeezed vacuum with squeezing ratio `z`, `|z| < 1`. -/
@[irreducible] noncomputable def squeezedVacuum (z : ℂ) (m : ℕ) : ℂ :=
  if m % 2 = 0 then z ^ (m / 2) * ((√(√(1 - ‖z‖ ^ 2) * weight (m / 2)) : ℝ) : ℂ) else 0

/-- The weights start at one and obey a two-term recursion. -/
theorem weight_recursion : weight 0 = 1 ∧
    ∀ n : ℕ, ((n : ℝ) + 1) * weight (n + 1) = ((n : ℝ) + 1 / 2) * weight n := by
  refine ⟨by rw [weight, Nat.centralBinom_zero, Nat.cast_one, pow_zero, mul_one], fun n => ?_⟩
  have h := congrArg (fun k : ℕ => (k : ℝ)) (Nat.succ_mul_centralBinom_succ n)
  simp only [Nat.cast_mul, Nat.cast_add, Nat.cast_one, Nat.cast_ofNat] at h
  rw [weight, weight, pow_succ]
  generalize (1 / 4 : ℝ) ^ n = q
  linear_combination q / 4 * h

/-- Every weight lies between zero and one. -/
theorem weight_bounds (n : ℕ) : 0 ≤ weight n ∧ weight n ≤ 1 := by
  constructor
  · rw [weight]
    exact mul_nonneg (Nat.cast_nonneg _) (pow_nonneg (by norm_num) n)
  induction n with
  | zero => exact weight_recursion.1.le
  | succ n ih =>
    have hn : (0 : ℝ) ≤ n := n.cast_nonneg
    have h := mul_le_mul_of_nonneg_left ih (by linarith : (0 : ℝ) ≤ (n : ℝ) + 1 / 2)
    rw [← weight_recursion.2] at h
    have h' : ((n : ℝ) + 1) * weight (n + 1) ≤ ((n : ℝ) + 1) * 1 := by linarith
    exact le_of_mul_le_mul_left h' (by linarith)

/-- The convolution of the weights with themselves is one at every order. -/
theorem weight_convolution (n : ℕ) :
    ∑ p ∈ antidiagonal n, weight p.1 * weight p.2 = 1 := by
  -- by symmetry the first index averages to half the total
  have sym (k : ℕ) : ∑ p ∈ antidiagonal k, (p.1 : ℝ) * (weight p.1 * weight p.2)
      = (k : ℝ) / 2 * ∑ p ∈ antidiagonal k, weight p.1 * weight p.2 := by
    have hswap := Finset.Nat.sum_antidiagonal_swap (n := k)
      (f := fun p : ℕ × ℕ => (p.1 : ℝ) * (weight p.1 * weight p.2))
    simp only [Prod.fst_swap, Prod.snd_swap] at hswap
    have hadd : ∑ p ∈ antidiagonal k, (p.1 : ℝ) * (weight p.1 * weight p.2)
        + ∑ p ∈ antidiagonal k, (p.2 : ℝ) * (weight p.2 * weight p.1)
        = (k : ℝ) * ∑ p ∈ antidiagonal k, weight p.1 * weight p.2 := by
      rw [← Finset.sum_add_distrib, Finset.mul_sum]
      refine Finset.sum_congr rfl fun p hp => ?_
      rw [← mem_antidiagonal.mp hp, Nat.cast_add]
      ring
    linear_combination (1 / 2) * hadd - (1 / 2) * hswap
  induction n with
  | zero =>
    rw [Finset.Nat.antidiagonal_zero, Finset.sum_singleton, weight_recursion.1, mul_one]
  | succ n ih =>
    have h : ∑ p ∈ antidiagonal (n + 1), (p.1 : ℝ) * (weight p.1 * weight p.2)
        = ∑ p ∈ antidiagonal n,
          ((p.1 : ℝ) * (weight p.1 * weight p.2) + 1 / 2 * (weight p.1 * weight p.2)) := by
      rw [Finset.Nat.sum_antidiagonal_succ]
      simp only [Nat.cast_zero, zero_mul, zero_add]
      refine Finset.sum_congr rfl fun p _ => ?_
      push_cast
      linear_combination weight p.2 * weight_recursion.2 p.1
    rw [Finset.sum_add_distrib, ← Finset.mul_sum, sym (n + 1), sym n, ih,
      Nat.cast_add, Nat.cast_one] at h
    apply mul_left_cancel₀ (Nat.cast_add_one_ne_zero n : (n : ℝ) + 1 ≠ 0)
    linear_combination 2 * h

/-- The generating function of the weights is `1 / √(1 - x)` for `0 ≤ x < 1`. -/
theorem hasSum_weight {x : ℝ} (hx : 0 ≤ x) (h1 : x < 1) :
    HasSum (fun n => weight n * x ^ n) (1 / √(1 - x)) := by
  have hpos (n : ℕ) : 0 ≤ weight n * x ^ n := mul_nonneg (weight_bounds n).1 (pow_nonneg hx n)
  have hle (n : ℕ) : weight n * x ^ n ≤ x ^ n :=
    mul_le_of_le_one_left (pow_nonneg hx n) (weight_bounds n).2
  have hs : Summable (fun n => weight n * x ^ n) :=
    Summable.of_nonneg_of_le hpos hle (summable_geometric_of_lt_one hx h1)
  -- the square of the series is the geometric series
  have hsq : (∑' n, weight n * x ^ n) * (∑' n, weight n * x ^ n) = (1 - x)⁻¹ := by
    have hn : Summable (fun n : ℕ => ‖weight n * x ^ n‖) := by
      have e : (fun n : ℕ => ‖weight n * x ^ n‖) = fun n : ℕ => weight n * x ^ n :=
        funext fun n => Real.norm_of_nonneg (hpos n)
      rw [e]
      exact hs
    refine (tsum_mul_tsum_eq_tsum_sum_antidiagonal_of_summable_norm
      (f := fun n : ℕ => weight n * x ^ n) (g := fun n : ℕ => weight n * x ^ n) hn hn).trans ?_
    rw [← tsum_geometric_of_lt_one hx h1]
    refine tsum_congr fun n => ?_
    calc ∑ p ∈ antidiagonal n, weight p.1 * x ^ p.1 * (weight p.2 * x ^ p.2)
        = ∑ p ∈ antidiagonal n, weight p.1 * weight p.2 * x ^ n := by
          refine Finset.sum_congr rfl fun p hp => ?_
          rw [← mem_antidiagonal.mp hp, pow_add]
          ring
      _ = x ^ n := by rw [← Finset.sum_mul, weight_convolution, one_mul]
  have hS : ∑' n, weight n * x ^ n = 1 / √(1 - x) := by
    rw [← Real.sqrt_mul_self (tsum_nonneg hpos), hsq, Real.sqrt_inv, one_div]
  rw [← hS]
  exact hs.hasSum

/-- The populations written through the central binomial weights. -/
theorem population_eq (R : ℝ) (n : ℕ) :
    population R n = √(1 - R) * (weight n * R ^ n) := by
  rw [population, weight, div_eq_mul_one_div R 4, mul_pow]
  generalize (1 / 4 : ℝ) ^ n = q
  ring

/-- The populations sum to one and the mean excitation number is `R / (1 - R)`. -/
theorem population_sum_mean {R : ℝ} (hR : 0 ≤ R) (h1 : R < 1) :
    HasSum (fun n => population R n) 1 ∧
      HasSum (fun n : ℕ => 2 * (n : ℝ) * population R n) (R / (1 - R)) := by
  have hc : √(1 - R) * (1 / √(1 - R)) = 1 :=
    mul_one_div_cancel (Real.sqrt_pos.2 (sub_pos.2 h1)).ne'
  have hw := hasSum_weight hR h1
  generalize 1 / √(1 - R) = i at hc hw
  simp only [population_eq]
  have hone := hw.mul_left (√(1 - R))
  rw [hc] at hone
  refine ⟨hone, ?_⟩
  have hg := (hasSum_coe_mul_geometric_of_norm_lt_one
    (show ‖R‖ < 1 by rwa [Real.norm_of_nonneg hR])).summable
  have hpos (n : ℕ) : 0 ≤ (n : ℝ) * (weight n * R ^ n) :=
    mul_nonneg n.cast_nonneg (mul_nonneg (weight_bounds n).1 (pow_nonneg hR n))
  have hle (n : ℕ) : (n : ℝ) * (weight n * R ^ n) ≤ (n : ℝ) * R ^ n :=
    mul_le_mul_of_nonneg_left
      (mul_le_of_le_one_left (pow_nonneg hR n) (weight_bounds n).2) n.cast_nonneg
  obtain ⟨M, hM⟩ := Summable.of_nonneg_of_le hpos hle hg
  -- shifting the level index gives a linear equation for the mean
  have h3 : HasSum (fun n : ℕ => ((n + 1 : ℕ) : ℝ) * (weight (n + 1) * R ^ (n + 1)))
      (R * M + R / 2 * i) := by
    have e : (fun n : ℕ => ((n + 1 : ℕ) : ℝ) * (weight (n + 1) * R ^ (n + 1)))
        = fun n : ℕ => R * ((n : ℝ) * (weight n * R ^ n)) + R / 2 * (weight n * R ^ n) := by
      funext n
      rw [Nat.cast_add, Nat.cast_one]
      linear_combination R ^ (n + 1) * weight_recursion.2 n
    rw [e]
    exact (hM.mul_left R).add (hw.mul_left (R / 2))
  have h5 := hM.unique ((hasSum_nat_add_iff
    (f := fun n : ℕ => (n : ℝ) * (weight n * R ^ n)) 1).mp h3)
  simp only [Finset.sum_range_one, Nat.cast_zero, zero_mul, add_zero] at h5
  have hval : 2 * √(1 - R) * M = R / (1 - R) := by
    rw [eq_div_iff (sub_pos.2 h1).ne']
    linear_combination 2 * √(1 - R) * h5 + R * hc
  have e : (fun n : ℕ => 2 * (n : ℝ) * (√(1 - R) * (weight n * R ^ n)))
      = fun n : ℕ => 2 * √(1 - R) * ((n : ℝ) * (weight n * R ^ n)) := by
    funext n
    ring
  rw [e, ← hval]
  exact hM.mul_left (2 * √(1 - R))

/-- Two initial vacua with the same amplitude in the final ground level are equal. -/
theorem initialVacuum_unique {z : ℂ} {c d : ℕ → ℂ} (hc : IsInitialVacuum z c)
    (hd : IsInitialVacuum z d) (h0 : c 0 = d 0) : c = d := by
  have key (n : ℕ) : c n = d n ∧ c (n + 1) = d (n + 1) := by
    induction n with
    | zero => exact ⟨h0, hc.1.trans hd.1.symm⟩
    | succ n ih =>
      have hs : ((√((n : ℝ) + 2) : ℝ) : ℂ) ≠ 0 :=
        Complex.ofReal_ne_zero.2 (Real.sqrt_pos.2 (by positivity)).ne'
      have e : ((√((n : ℝ) + 2) : ℝ) : ℂ) * c (n + 2)
          = ((√((n : ℝ) + 2) : ℝ) : ℂ) * d (n + 2) := by rw [hc.2 n, hd.2 n, ih.1]
      exact ⟨ih.2, mul_left_cancel₀ hs e⟩
  exact funext fun n => (key n).1

/-- For `R = |z|² < 1` the squeezed vacuum is the initial vacuum and is normalised. It has
populations `P_n` on the even levels and none on the odd ones, persists in the final vacuum
with probability `√(1 - R)`, and has mean excitation number `R / (1 - R)`. -/
theorem squeezed_vacuum_after_sweep {z : ℂ} (hz : ‖z‖ ^ 2 < 1) :
    IsInitialVacuum z (squeezedVacuum z) ∧
    HasSum (fun m => ‖squeezedVacuum z m‖ ^ 2) 1 ∧
    (∀ n, ‖squeezedVacuum z (2 * n)‖ ^ 2 = population (‖z‖ ^ 2) n) ∧
    (∀ n, squeezedVacuum z (2 * n + 1) = 0) ∧
    ‖squeezedVacuum z 0‖ ^ 2 = √(1 - ‖z‖ ^ 2) ∧
    HasSum (fun m : ℕ => (m : ℝ) * ‖squeezedVacuum z m‖ ^ 2)
      (‖z‖ ^ 2 / (1 - ‖z‖ ^ 2)) := by
  have hev (k : ℕ) : squeezedVacuum z (2 * k)
      = z ^ k * ((√(√(1 - ‖z‖ ^ 2) * weight k) : ℝ) : ℂ) := by
    rw [squeezedVacuum, if_pos (show 2 * k % 2 = 0 by omega), show 2 * k / 2 = k by omega]
  have hodd (k : ℕ) : squeezedVacuum z (2 * k + 1) = 0 := by
    rw [squeezedVacuum, if_neg (show ¬ (2 * k + 1) % 2 = 0 by omega)]
  have hA : IsInitialVacuum z (squeezedVacuum z) := by
    refine ⟨hodd 0, fun m => ?_⟩
    obtain ⟨k, rfl | rfl⟩ : ∃ k, m = 2 * k ∨ m = 2 * k + 1 := ⟨m / 2, by omega⟩
    · -- the weight recursion matches the ladder factors
      have key : √(((2 * k : ℕ) : ℝ) + 2) * √(√(1 - ‖z‖ ^ 2) * weight (k + 1))
          = √(((2 * k : ℕ) : ℝ) + 1) * √(√(1 - ‖z‖ ^ 2) * weight k) := by
        rw [← Real.sqrt_mul (show (0 : ℝ) ≤ ((2 * k : ℕ) : ℝ) + 2 by positivity),
          ← Real.sqrt_mul (show (0 : ℝ) ≤ ((2 * k : ℕ) : ℝ) + 1 by positivity)]
        refine congrArg Real.sqrt ?_
        rw [Nat.cast_mul, Nat.cast_ofNat]
        linear_combination 2 * √(1 - ‖z‖ ^ 2) * weight_recursion.2 k
      have key' := congrArg Complex.ofReal key
      rw [Complex.ofReal_mul, Complex.ofReal_mul] at key'
      rw [show 2 * k + 2 = 2 * (k + 1) by omega, hev (k + 1), hev k]
      linear_combination z ^ (k + 1) * key'
    · rw [show 2 * k + 1 + 2 = 2 * (k + 1) + 1 by omega, hodd (k + 1), hodd k]
      simp only [mul_zero]
  have heven (n : ℕ) : ‖squeezedVacuum z (2 * n)‖ ^ 2 = population (‖z‖ ^ 2) n := by
    rw [hev, norm_mul, norm_pow, Complex.norm_real, Real.norm_eq_abs, mul_pow, sq_abs,
      Real.sq_sqrt (mul_nonneg (Real.sqrt_nonneg _) (weight_bounds n).1), population_eq]
    ring
  -- averages over all levels reduce to averages over the even ones
  have lift (g : ℕ → ℝ) (a : ℝ)
      (hg : HasSum (fun n => g (2 * n) * population (‖z‖ ^ 2) n) a) :
      HasSum (fun m => g m * ‖squeezedVacuum z m‖ ^ 2) a := by
    have he : HasSum (fun n => g (2 * n) * ‖squeezedVacuum z (2 * n)‖ ^ 2) a := by
      simpa only [heven] using hg
    have ho : HasSum (fun n => g (2 * n + 1) * ‖squeezedVacuum z (2 * n + 1)‖ ^ 2) 0 := by
      simp only [hodd, norm_zero, zero_pow two_ne_zero, mul_zero]
      exact hasSum_zero
    have ht := HasSum.even_add_odd (f := fun m => g m * ‖squeezedVacuum z m‖ ^ 2) he ho
    rwa [add_zero] at ht
  obtain ⟨hsum, hmean⟩ := population_sum_mean (sq_nonneg ‖z‖) hz
  refine ⟨hA, ?_, heven, hodd, ?_, ?_⟩
  · simpa only [one_mul] using lift (fun _ => 1) 1 (by simpa only [one_mul] using hsum)
  · have e : ‖squeezedVacuum z 0‖ ^ 2 = population (‖z‖ ^ 2) 0 := heven 0
    rw [e, population_eq, weight_recursion.1, pow_zero, mul_one, mul_one]
  · exact lift (fun m => (m : ℝ)) _ (by simpa only [Nat.cast_mul, Nat.cast_ofNat] using hmean)

end SqueezedVacuumSweep
```

```lean
#print axioms SqueezedVacuumSweep.initialVacuum_unique
-- 'SqueezedVacuumSweep.initialVacuum_unique' depends on axioms: [propext, Classical.choice, Quot.sound]
#print axioms SqueezedVacuumSweep.squeezed_vacuum_after_sweep
-- 'SqueezedVacuumSweep.squeezed_vacuum_after_sweep' depends on axioms: [propext, Classical.choice, Quot.sound]
```

## How the proof follows the derivation

`weight_recursion` and `weight_bounds` establish the properties of $w_n$. In `weight_convolution`, the local fact `sym` is the exchange of $i$ and $j$, and the induction step is the index shift that gives $S_{n+1}=S_n$.

`hasSum_weight` first obtains convergence by comparison, then applies Mathlib's Cauchy product theorem and takes the non-negative square root. `population_sum_mean` multiplies that series by $\sqrt{1-R}$ to get total population one. For the mean, it obtains `M` by comparison; `h3` is the shifted series, and uniqueness of sums yields the linear equation `h5`, which `linear_combination` solves.

`initialVacuum_unique` carries two neighbouring amplitudes through the induction, because the recursion connects levels two apart; it divides by the nonzero factor $\sqrt{n+2}$.

In the main theorem, `hev` and `hodd` evaluate the explicit amplitudes. The annihilation condition is checked separately for even and odd $m$, and in the even case it reduces to the weight recursion under a square root. `heven` identifies the squared amplitudes with $P_n$. Finally, `lift` turns a sum over $n$ into a sum over all levels $m$, the odd part being zero. It is used with the constant function $1$ for the norm and with $m$ for the mean.
